# The self-energy slope at a non-degenerate level coupled to finitely many others is minus the squared norm of the first-order correction

Q: An atom sits in its ground state, and a weak static field mixes in excited states. In intermediate normalisation I keep amplitude one on the unperturbed state, so the corrected vector is longer than one and the probability of finding the unperturbed state has dropped below one. I am told that this loss can be read from the slope of an energy function. Why should an energy derivative know about a norm?

A: Because each term of that function, once differentiated, becomes minus a squared amplitude. Let the unperturbed state $\psi_0=|0\rangle$ have energy $E_0$ and the excited states energies $E_k\neq E_0$. Let $v_k=\langle k|V|0\rangle$ be the couplings, and take $\langle 0|V|0\rangle=0$, as for an atomic state of definite parity in a uniform electric field. The first-order correction $\psi_1$ has no component on the reference state, and its other components obey

$$(E_k-E_0)\,\psi_{1,k}+v_k=0,\qquad\text{so}\qquad \psi_{1,k}=\frac{v_k}{E_0-E_k}.$$

Now define, for a trial energy $x$ away from every $E_k$,

$$S(x)=\sum_k\frac{|v_k|^2}{x-E_k},\qquad S'(x)=-\sum_k\frac{|v_k|^2}{(x-E_k)^2}.$$

At $x=E_0$ the value $S(E_0)$ is the second-order energy, and the slope is $S'(E_0)=-\sum_k|\psi_{1,k}|^2=-\lVert\psi_1\rVert^2$.

Q: How do these quantities appear in Lean?

A: The excited states are labelled by a finite type `ι`. The levels `E` are real and the couplings `v` complex.

```lean
import Mathlib

open Matrix
open scoped ComplexConjugate

namespace WavefunctionRenormalisation

noncomputable section

variable {ι : Type*} [Fintype ι]

/-- The self-energy `∑ |v k|² / (x - E k)` of a reference state coupled by amplitudes `v k` to
levels `E k`, for trial energies `x` different from every `E k`. -/
def selfEnergy (E : ι → ℝ) (v : ι → ℂ) (x : ℝ) : ℝ :=
  ∑ k, ‖v k‖ ^ 2 / (x - E k)
```

This is $S$. Many-body texts mostly use "self-energy" for a more general object; here it is a function of the trial energy, and its value at an eigenvalue $x$ different from every $E_k$ is $x-E_0$, as shown below. For the eigenvalue that evolves from $E_0$ as the coupling is switched on, this is the level shift. The amplitudes at trial energy $x$ form a vector $\chi(x)$ with components $\chi_k(x)=v_k/(x-E_k)$, called `excited`:

```lean
/-- The excited part of the wavefunction at trial energy `x`, with components
`v k / (x - E k)`, for `x` different from every `E k`. -/
def excited (E : ι → ℝ) (v : ι → ℂ) (x : ℝ) : EuclideanSpace ℂ ι :=
  WithLp.toLp 2 fun k => v k / ((x : ℂ) - (E k : ℂ))
```

The type `EuclideanSpace` matters, because it makes `‖excited E v x‖` the quantum-mechanical norm, the root of the sum of squared moduli.

Q: So far I see a sum of fractions and a list of amplitudes. Where is the quantum system?

A: In the next two definitions. The reference state is added to the excited ones by the type `Option ι`: `none` is the reference and `some k` is excited state $k$.

```lean
/-- The wavefunction at trial energy `x` in intermediate normalisation: amplitude one on the
reference state `none`, and the excited part on the others, for `x` different from every `E k`. -/
def bwState (E : ι → ℝ) (v : ι → ℂ) (x : ℝ) : Option ι → ℂ
  | none => 1
  | some k => excited E v x k
```

The letters `bw` stand for Brillouin–Wigner, since the denominators contain the trial energy $x$ and not $E_0$. This vector is $(1,\chi(x))$, with squared length $1+\lVert\chi(x)\rVert^2$. Once normalised, it has weight $1/(1+\lVert\chi(x)\rVert^2)$ on the reference state.

```lean
/-- The Hamiltonian of a reference state of energy `E₀` coupled by amplitudes `v k` to
states of energies `E k` that are not coupled among themselves. -/
def hamiltonian [DecidableEq ι] (E₀ : ℝ) (E : ι → ℝ) (v : ι → ℂ) :
    Matrix (Option ι) (Option ι) ℂ :=
  Matrix.of fun i j => match i, j with
    | none, none => (E₀ : ℂ)
    | none, some k => conj (v k)
    | some k, none => v k
    | some k, some l => if k = l then (E k : ℂ) else 0
```

The matrix has $E_0$ and the $E_k$ on its diagonal, $v_k$ in the reference column and $\overline{v_k}$ in the reference row, so it is Hermitian. The excited states do not couple to each other.

Q: Then show me the derivative.

A: It holds at every $x$ that differs from all the $E_k$:

```lean
/-- At a trial energy different from every `E k`, the slope of the self-energy is minus the
squared norm of the excited part of the wavefunction. -/
theorem hasDerivAt_selfEnergy (E : ι → ℝ) (v : ι → ℂ) (x : ℝ) (hx : ∀ k, x ≠ E k) :
    HasDerivAt (selfEnergy E v) (-‖excited E v x‖ ^ 2) x := by
  -- the squared norm as a sum over levels
  have hn : ‖excited E v x‖ ^ 2 = ∑ k, ‖v k‖ ^ 2 / (x - E k) ^ 2 := by
    rw [EuclideanSpace.norm_sq_eq]
    refine Finset.sum_congr rfl fun k _ => ?_
    have h : ‖(x : ℂ) - (E k : ℂ)‖ ^ 2 = (x - E k) ^ 2 := by
      rw [← Complex.ofReal_sub, Complex.norm_real, Real.norm_eq_abs, sq_abs]
    change ‖v k / ((x : ℂ) - (E k : ℂ))‖ ^ 2 = _
    rw [norm_div, div_pow, h]
  -- each pole term is differentiated separately
  have hk : ∀ k ∈ (Finset.univ : Finset ι),
      HasDerivAt (fun y : ℝ => ‖v k‖ ^ 2 / (y - E k)) (-(‖v k‖ ^ 2 / (x - E k) ^ 2)) x := by
    intro k _
    have h := (hasDerivAt_const x (‖v k‖ ^ 2)).fun_div
      ((hasDerivAt_id' x).sub_const (E k)) (sub_ne_zero.mpr (hx k))
    exact h.congr_deriv (by ring)
  have h := HasDerivAt.fun_sum hk
  rw [Finset.sum_neg_distrib, ← hn] at h
  exact h
```

`HasDerivAt f d x` says that $f$ is differentiable at $x$ with derivative $d$, and `-‖excited E v x‖ ^ 2` is read as $-(\lVert\chi(x)\rVert^2)$. The step `hn` writes the squared norm as $\sum_k|v_k|^2/(x-E_k)^2$. The step `hk` differentiates one fraction by the quotient rule, which needs $x\neq E_k$. `HasDerivAt.fun_sum` then adds the derivatives, as in the calculation above.

Q: But that is $\chi(x)$. If you simply define $\psi_1$ as $\chi(E_0)$, you have assumed the perturbation theory.

A: The theorem at $E_0$ takes the first-order equation as its hypothesis, and the formula for $\psi_1$ is derived:

```lean
/-- Wavefunction renormalisation: if no `E k` equals `E₀` and `ψ₁` solves the first-order
equation `(E k - E₀) ψ₁ k + v k = 0`, the slope of the self-energy at `E₀` is `-‖ψ₁‖²`. -/
theorem wavefunction_renormalisation (E₀ : ℝ) (E : ι → ℝ) (v : ι → ℂ)
    (hE : ∀ k, E₀ ≠ E k) (ψ₁ : EuclideanSpace ℂ ι)
    (h₁ : ∀ k, ((E k : ℂ) - (E₀ : ℂ)) * ψ₁ k + v k = 0) :
    HasDerivAt (selfEnergy E v) (-‖ψ₁‖ ^ 2) E₀ := by
  -- the first-order equation fixes every component
  have h : ψ₁ = excited E v E₀ := by
    ext k
    have hne : (E₀ : ℂ) - (E k : ℂ) ≠ 0 := sub_ne_zero.mpr (by exact_mod_cast hE k)
    change ψ₁ k = v k / ((E₀ : ℂ) - (E k : ℂ))
    rw [eq_div_iff hne]
    linear_combination -(h₁ k)
  rw [h]
  exact hasDerivAt_selfEnergy E v E₀ hE
```

Here `ψ₁` is any vector over the excited states that satisfies `h₁`. Having no reference component is built into its type, and that is the intermediate normalisation. The hypothesis `hE` says that no excited level is degenerate with the reference. The proof divides each component equation by $E_0-E_k$, concludes $\psi_1=\chi(E_0)$, and applies the previous theorem. The name of the theorem is broader than usual: textbooks mostly call the weight itself the wavefunction renormalisation, whereas this statement gives the slope from which a weight is formed.

Q: The exact eigenstate is not $\psi_0+\psi_1$, though. Does the slope say anything about the true state?

A: It does, if it is taken at the exact energy. Write an eigenvector as $\varphi$, with reference amplitude $\varphi_0$ and excited amplitudes $\varphi_k$. Row by row, the eigenvalue equation at energy $x$ is

$$E_0\varphi_0+\sum_k\overline{v_k}\,\varphi_k=x\varphi_0,\qquad v_k\varphi_0+E_k\varphi_k=x\varphi_k.$$

In Lean, $\varphi_0$ is `φ none` and $\varphi_k$ is `φ (some k)`:

```lean
/-- The eigenvalue equation of the Hamiltonian, written as one equation for the reference
amplitude and one for each excited amplitude. -/
theorem eigen_iff_components [DecidableEq ι] (E₀ : ℝ) (E : ι → ℝ) (v : ι → ℂ) (x : ℝ)
    (φ : Option ι → ℂ) :
    hamiltonian E₀ E v *ᵥ φ = (x : ℂ) • φ ↔
      ((E₀ : ℂ) * φ none + ∑ k, conj (v k) * φ (some k) = (x : ℂ) * φ none) ∧
      ∀ k, v k * φ none + (E k : ℂ) * φ (some k) = (x : ℂ) * φ (some k) := by
  rw [funext_iff, Option.forall]
  simp [hamiltonian, Matrix.mulVec, dotProduct, Fintype.sum_option]
```

The proof splits the vector equation into its `none` row and its `some k` rows, and `simp` evaluates the matrix product.

Now put $\varphi_0=1$ and $\varphi_k=\chi_k(x)$. The excited rows hold for every allowed $x$, because $(x-E_k)\chi_k(x)=v_k$. In the reference row, $\sum_k\overline{v_k}\,\chi_k(x)=S(x)$, which leaves $x=E_0+S(x)$.

```lean
/-- For `x` different from every `E k`, the intermediately normalised wavefunction at `x` is an
eigenvector with energy `x` exactly when `x` equals `E₀` plus the self-energy at `x`. -/
theorem bwState_eigen_iff [DecidableEq ι] (E₀ : ℝ) (E : ι → ℝ) (v : ι → ℂ) (x : ℝ)
    (hx : ∀ k, x ≠ E k) :
    hamiltonian E₀ E v *ᵥ bwState E v x = (x : ℂ) • bwState E v x ↔
      x = E₀ + selfEnergy E v x := by
  -- the coupling back to the reference state is the self-energy
  have hs : ∑ k, conj (v k) * (v k / ((x : ℂ) - (E k : ℂ))) = (selfEnergy E v x : ℂ) := by
    simp only [selfEnergy, Complex.ofReal_sum]
    refine Finset.sum_congr rfl fun k _ => ?_
    push_cast
    rw [← mul_div_assoc, Complex.conj_mul']
  rw [eigen_iff_components]
  constructor
  · rintro ⟨h, _⟩
    change (E₀ : ℂ) * 1 + ∑ k, conj (v k) * (v k / ((x : ℂ) - (E k : ℂ))) = (x : ℂ) * 1 at h
    rw [hs] at h
    apply Complex.ofReal_injective
    push_cast
    linear_combination -h
  · intro h
    have h' : (x : ℂ) = (E₀ : ℂ) + (selfEnergy E v x : ℂ) := by exact_mod_cast h
    refine ⟨?_, fun k => ?_⟩
    · change (E₀ : ℂ) * 1 + ∑ k, conj (v k) * (v k / ((x : ℂ) - (E k : ℂ))) = (x : ℂ) * 1
      rw [hs]
      linear_combination -h'
    · -- the excited rows hold at every trial energy
      have hne : (x : ℂ) - (E k : ℂ) ≠ 0 := sub_ne_zero.mpr (by exact_mod_cast hx k)
      have hc := div_mul_cancel₀ (v k) hne
      change v k * 1 + (E k : ℂ) * (v k / ((x : ℂ) - (E k : ℂ))) =
        (x : ℂ) * (v k / ((x : ℂ) - (E k : ℂ)))
      linear_combination -hc
```

So the trial vector is an eigenvector exactly when the trial energy solves this implicit equation. The step `hs` identifies the returning coupling with $S(x)$, using $\overline{v_k}v_k=|v_k|^2$. One direction reads the energy equation off the reference row; the other rebuilds both kinds of row. Each `linear_combination` confirms that the wanted equation follows algebraically from the one named.

Q: And the probability I asked about at the start?

A: Take any normalised eigenvector whose energy $x$ differs from every $E_k$. The excited rows give $\varphi_k=\varphi_0\,\chi_k(x)$, so

$$1=|\varphi_0|^2+\sum_k|\varphi_k|^2=|\varphi_0|^2\bigl(1+\lVert\chi(x)\rVert^2\bigr)=|\varphi_0|^2\bigl(1-S'(x)\bigr),$$

and therefore $|\varphi_0|^2=1/(1-S'(x))$.

```lean
/-- A normalised eigenvector whose energy `x` differs from every `E k` has weight
`1 / (1 - S'(x))` on the reference state, where `S` is the self-energy. -/
theorem reference_weight [DecidableEq ι] (E₀ : ℝ) (E : ι → ℝ) (v : ι → ℂ) (x : ℝ)
    (hx : ∀ k, x ≠ E k) (φ : Option ι → ℂ)
    (hφ : hamiltonian E₀ E v *ᵥ φ = (x : ℂ) • φ) (hnorm : ∑ i, ‖φ i‖ ^ 2 = 1) :
    ‖φ none‖ ^ 2 = 1 / (1 - deriv (selfEnergy E v) x) := by
  obtain ⟨_, h⟩ := (eigen_iff_components E₀ E v x φ).mp hφ
  -- the excited amplitudes are slaved to the reference amplitude
  have hk : ∀ k, φ (some k) = φ none * (v k / ((x : ℂ) - (E k : ℂ))) := by
    intro k
    have hne : (x : ℂ) - (E k : ℂ) ≠ 0 := sub_ne_zero.mpr (by exact_mod_cast hx k)
    rw [← mul_div_assoc, eq_div_iff hne]
    linear_combination -(h k)
  have hn : ∑ k, ‖φ (some k)‖ ^ 2 = ‖φ none‖ ^ 2 * ‖excited E v x‖ ^ 2 := by
    rw [EuclideanSpace.norm_sq_eq, Finset.mul_sum]
    refine Finset.sum_congr rfl fun k _ => ?_
    change ‖φ (some k)‖ ^ 2 = ‖φ none‖ ^ 2 * ‖v k / ((x : ℂ) - (E k : ℂ))‖ ^ 2
    rw [hk k, norm_mul, mul_pow]
  rw [Fintype.sum_option, hn] at hnorm
  rw [(hasDerivAt_selfEnergy E v x hx).deriv]
  have hpos : 0 < 1 - -‖excited E v x‖ ^ 2 := by
    linarith [sq_nonneg ‖excited E v x‖]
  rw [eq_div_iff hpos.ne']
  linear_combination hnorm

end

end WavefunctionRenormalisation
```

```lean
#print axioms WavefunctionRenormalisation.hasDerivAt_selfEnergy
-- 'WavefunctionRenormalisation.hasDerivAt_selfEnergy' depends on axioms: [propext, Classical.choice, Quot.sound]
#print axioms WavefunctionRenormalisation.wavefunction_renormalisation
-- 'WavefunctionRenormalisation.wavefunction_renormalisation' depends on axioms: [propext, Classical.choice, Quot.sound]
#print axioms WavefunctionRenormalisation.bwState_eigen_iff
-- 'WavefunctionRenormalisation.bwState_eigen_iff' depends on axioms: [propext, Classical.choice, Quot.sound]
#print axioms WavefunctionRenormalisation.reference_weight
-- 'WavefunctionRenormalisation.reference_weight' depends on axioms: [propext, Classical.choice, Quot.sound]
```

The normalisation is written out as `∑ i, ‖φ i‖ ^ 2 = 1` because `φ` is a plain function on `Option ι`, whose built-in norm in Mathlib is the largest modulus. In the proof, `hk` is the relation $\varphi_k=\varphi_0\,\chi_k(x)$ and `hn` sums its squares. The derivative theorem replaces the slope $S'(x)$ by $-\lVert\chi(x)\rVert^2$, and `hpos` records that $1-S'(x)$ is positive, so that the division is legitimate.

Q: Then may I put $E_0$ into that formula and call the result the exact weight?

A: Not in general. The slope at $E_0$ gives $1/(1+\lVert\psi_1\rVert^2)$, which is the reference weight of the normalised first-order vector $\psi_0+\psi_1$. The exact weight needs the slope at the eigenvalue, and the two energies differ by $S(x)$.

Q: How far is all this from my atom?

A: The step you must supply yourself is the replacement of the atom by a reference state and finitely many excited states that are uncoupled among themselves. Within a finite basis you can arrange this by diagonalising the excited block, but then $E_k$ and $v_k$ belong to the rotated states and the $E_k$ already contain part of the perturbation. A continuum, into which the level could decay, does not fit the model. The slope at $E_0$ is less demanding about couplings between excited states, since these do not enter the first-order equation.

Eigenvectors whose energy coincides with some $E_k$ are also left aside. An excited state with $v_k=0$ is one of them: it is an eigenvector by itself and has no reference weight.

Q: Would I meet the formula elsewhere?

A: Yes. For one level coupled to a finite set of mutually uncoupled levels, $1/(1-S'(x))$ has the same form as the quasiparticle weight in electronic-structure calculations, where the self-energy comes from interacting electrons and is a richer object than this sum.
